# Mass signs of a cosine band model: their product in three dimensions is −1 exactly for 1 < |m| < 3

Let a lattice model in d dimensions have the mass M(k) = m + ∑ cos k_i, with m real. For d = 3, the product of the signs of M over the eight momenta with every component 0 or π is −1 if and only if 1 < |m| < 3. In any dimension the signs depend only on how many components equal π, so the product reduces to one sign per such number, raised to the number of momenta that share it.

In non-interacting insulators with time-reversal and inversion symmetry, the strong Z₂ index in three dimensions is read from a product of occupied-state parities at these momenta, with one parity taken from each Kramers pair. The theorems below evaluate the corresponding product of mass signs for this one-parameter model; they neither define nor compute the index.

## The mass, the momenta and the Hamiltonian

```lean
import Mathlib

open Matrix

namespace BandParityProducts

noncomputable section
```

A momentum is a function `k : Fin d → ℝ`, with components k_i for i = 0, …, d − 1. The lattice spacing is 1, and the coefficient 1 of each cosine sets the unit of energy. The parameter m is the uniform part of the mass.

```lean
/-- The mass term `M(k) = m + ∑ cos k_i` of a lattice model in `d` dimensions. -/
def mass {d : ℕ} (m : ℝ) (k : Fin d → ℝ) : ℝ := m + ∑ i, Real.cos (k i)
```

A set s of directions specifies a momentum: the component k_i is π if i lies in s, and 0 otherwise. This momentum is `trim s`. Only 0 and π are used, so −π does not appear as a second copy of π.

```lean
/-- The momentum whose components are `π` in the directions in `s` and `0` in the others. -/
def trim {d : ℕ} (s : Finset (Fin d)) : Fin d → ℝ := fun i => if i ∈ s then Real.pi else 0
```

The product of signs runs over all sets s. `Real.sign` takes the values −1, 0 and 1, with 0 at zero mass.

```lean
/-- The product of the signs of the mass over all momenta with components `0` or `π`. -/
def parityProduct (d : ℕ) (m : ℝ) : ℝ :=
  ∏ s : Finset (Fin d), Real.sign (mass m (trim s))
```

The Bloch Hamiltonian acts on orbitals labelled by `n`. The matrices Γ_i are arbitrary: neither Hermiticity nor anticommutation is assumed. The matrix P stands for inversion acting on the orbitals, and P² = 1 is required only where parities are discussed. With P² = 1, inversion is a symmetry of the model, P H(k) P = H(−k), when every Γ_i anticommutes with P; the theorems don't need this.

```lean
/-- The Bloch Hamiltonian `H(k) = ∑ sin k_i Γ_i + M(k) P`. -/
def bloch {d : ℕ} {n : Type*} (Γ : Fin d → Matrix n n ℂ) (P : Matrix n n ℂ)
    (m : ℝ) (k : Fin d → ℝ) : Matrix n n ℂ :=
  ∑ i, (Real.sin (k i) : ℂ) • Γ i + (mass m k : ℂ) • P
```

## (a) One set of directions for each momentum

Let every component of k be 0 or π. Show that there is exactly one set s with

trim s = k.

Take s = {i : k_i = π}. Each component in s is then π and each of the others is 0, so trim s = k. Conversely, if trim t = k, then i belongs to t exactly when k_i = π, because π ≠ 0. Hence t = s.

In Lean, `∃!` states existence and uniqueness, and the `filter` expression is the set just constructed. The product over sets therefore visits each momentum once.

```lean
/-- Each momentum with all components `0` or `π` is labelled by exactly one set of
directions. -/
theorem existsUnique_trim {d : ℕ} (k : Fin d → ℝ) (hk : ∀ i, k i = 0 ∨ k i = Real.pi) :
    ∃! s : Finset (Fin d), trim s = k := by
  refine ⟨Finset.univ.filter (fun i => k i = Real.pi), ?_, ?_⟩
  · show trim _ = k
    funext i
    rcases hk i with h | h <;> simp [trim, h, Real.pi_ne_zero.symm]
  · rintro t rfl
    ext i
    by_cases hi : i ∈ t <;> simp [trim, hi, Real.pi_ne_zero.symm]
```

## (b) The mass at these momenta

Write |s| for the number of elements of s. Show that

M(trim s) = m + d − 2|s|.

Since cos 0 = 1 and cos π = −1, each cosine is 1 − 2χ_i, where χ_i is 1 for i in s and 0 otherwise. Summing over the d directions gives d − 2|s|, and adding m gives the claim.

The proof has the same two steps: `h` rewrites each cosine, and `hs` sums the indicators χ_i to `s.card`.

```lean
/-- At a momentum with `|s|` components equal to `π` and the others `0`, the mass is
`m + d - 2|s|`. -/
theorem mass_trim {d : ℕ} (m : ℝ) (s : Finset (Fin d)) :
    mass m (trim s) = m + d - 2 * s.card := by
  have h : ∀ i, Real.cos (trim s i) = 1 - 2 * (if i ∈ s then (1 : ℝ) else 0) := by
    intro i
    by_cases hi : i ∈ s <;> norm_num [trim, hi]
  have hs : (∑ i, (if i ∈ s then (1 : ℝ) else 0)) = s.card := by simp
  unfold mass
  rw [Finset.sum_congr rfl (fun i _ => h i), Finset.sum_sub_distrib, ← Finset.mul_sum, hs]
  simp only [Finset.sum_const, Finset.card_univ, Fintype.card_fin, nsmul_eq_mul]
  ring
```

## (c) Grouping equal signs

Write C(d, j) for the binomial coefficient. Show that

∏_s sign M(trim s) = ∏_{j=0}^{d} sign(m + d − 2j)^C(d, j).

Collect the sets with |s| = j. There are C(d, j) of them, and by (b) each contributes sign(m + d − 2j). Multiplying the groups for j = 0, …, d gives the formula. In the smallest case, d = 0, there is one momentum, with no components, and both sides equal sign m.

The lemma `Finset.prod_fiberwise_of_maps_to` does the grouping. `hc` identifies each group with the subsets of size j, and `hs` shows that the sign is constant on it. `Finset.range (d + 1)` is the range j = 0, …, d.

```lean
/-- The product of mass signs over the momenta with components `0` or `π` is the product
over `j` of `sign (m + d - 2j)` to the power `d choose j`. -/
theorem parityProduct_eq (d : ℕ) (m : ℝ) :
    parityProduct d m =
      ∏ j ∈ Finset.range (d + 1), Real.sign (m + d - 2 * j) ^ d.choose j := by
  have hmap : ∀ s ∈ (Finset.univ : Finset (Finset (Fin d))),
      s.card ∈ Finset.range (d + 1) := by
    intro s _
    have h := s.card_le_univ
    rw [Fintype.card_fin] at h
    exact Finset.mem_range.mpr (by omega)
  -- group the momenta by the number of components equal to π
  rw [parityProduct, ← Finset.prod_fiberwise_of_maps_to hmap]
  refine Finset.prod_congr rfl fun j _ => ?_
  have hc : (Finset.univ.filter fun s : Finset (Fin d) => s.card = j)
      = Finset.univ.powersetCard j := by
    ext s
    simp [Finset.mem_powersetCard]
  have hs : ∀ s ∈ (Finset.univ : Finset (Fin d)).powersetCard j,
      Real.sign (mass m (trim s)) = Real.sign (m + d - 2 * j) := by
    intro s hs
    rw [mass_trim, (Finset.mem_powersetCard.mp hs).2]
  rw [hc, Finset.prod_congr rfl hs, Finset.prod_const, Finset.card_powersetCard,
    Finset.card_univ, Fintype.card_fin]
```

## (d) The Hamiltonian without its sine terms

Show that at the momentum labelled by s

H(trim s) = M(trim s) P.

Both sin 0 and sin π vanish, so every Γ_i term drops out, whatever the matrices Γ_i are. Only the mass term remains. In the code, `h` records the vanishing sines and `simp` removes the zero terms.

```lean
/-- At a momentum with components `0` or `π` the Bloch Hamiltonian is the mass times `P`. -/
theorem bloch_trim {d : ℕ} {n : Type*} (Γ : Fin d → Matrix n n ℂ) (P : Matrix n n ℂ)
    (m : ℝ) (s : Finset (Fin d)) :
    bloch Γ P m (trim s) = (mass m (trim s) : ℂ) • P := by
  have h : ∀ i, Real.sin (trim s i) = 0 := by
    intro i
    by_cases hi : i ∈ s <;> simp [trim, hi]
  simp only [bloch, h, Complex.ofReal_zero, zero_smul, Finset.sum_const_zero, zero_add]
```

## (e) Parity of a negative-energy state

Assume P² = 1, and let Hψ = Eψ at this momentum with E < 0. Show that

Pψ = −sign(M) ψ.

By (d), M Pψ = Eψ. Applying P to both sides gives Mψ = E Pψ. There are three cases.

- If M < 0, subtracting the second equation from the first gives (M + E)(Pψ − ψ) = 0. Since M + E < 0, Pψ = ψ.
- If M > 0, adding them gives (M − E)(Pψ + ψ) = 0. Since M − E > 0, Pψ = −ψ.
- If M = 0, the second equation gives E Pψ = 0, so Pψ = 0, as the formula says. The first equation then forces ψ = 0, so there is no negative-energy eigenvector.

Counting negative-energy states as occupied puts the Fermi level at zero. The theorem doesn't require ψ to be non-zero or normalised. In Lean, `a` and `b` are components of the two equations. In each case `mul_left_cancel₀` reduces the goal to the same equation multiplied by a non-zero factor, and `linear_combination` proves that from the difference or sum of `a` and `b`, or from `b` alone when M = 0.

```lean
/-- If `P² = 1`, a state of negative energy at a momentum with components `0` or `π` has
parity `-sign M` under `P`. -/
theorem occupied_parity {d : ℕ} {n : Type*} [Fintype n] [DecidableEq n]
    (Γ : Fin d → Matrix n n ℂ) (P : Matrix n n ℂ) (hP : P * P = 1) (m : ℝ)
    (s : Finset (Fin d)) (E : ℝ) (hE : E < 0) (ψ : n → ℂ)
    (hψ : bloch Γ P m (trim s) *ᵥ ψ = (E : ℂ) • ψ) :
    P *ᵥ ψ = (-(Real.sign (mass m (trim s)) : ℂ)) • ψ := by
  rw [bloch_trim, Matrix.smul_mulVec] at hψ
  -- a second application of P exchanges the roles of ψ and Pψ
  have h2 := congrArg (fun v => P *ᵥ v) hψ
  simp only [Matrix.mulVec_smul, Matrix.mulVec_mulVec, hP, Matrix.one_mulVec] at h2
  generalize mass m (trim s) = M at hψ h2 ⊢
  ext i
  have a := congrFun hψ i
  have b := congrFun h2 i
  simp only [Pi.smul_apply, smul_eq_mul] at a b ⊢
  rcases lt_trichotomy M 0 with hM | hM | hM
  · have hne : (M : ℂ) + E ≠ 0 := by
      exact_mod_cast (by linarith : M + E < 0).ne
    rw [Real.sign_of_neg hM]
    apply mul_left_cancel₀ hne
    push_cast
    linear_combination a - b
  · have hne : (E : ℂ) ≠ 0 := by exact_mod_cast hE.ne
    rw [hM, Complex.ofReal_zero] at b
    rw [hM, Real.sign_zero]
    apply mul_left_cancel₀ hne
    push_cast
    linear_combination -b
  · have hne : (M : ℂ) - E ≠ 0 := by
      exact_mod_cast (by linarith : 0 < M - E).ne'
    rw [Real.sign_of_pos hM]
    apply mul_left_cancel₀ hne
    push_cast
    linear_combination a + b
```

## (f) A two-band example

Take d = 2, m = 1, Γ₀ = σ_x, Γ₁ = σ_y and P = σ_z, the Pauli matrices. Show that at zero momentum

σ_z² = 1 and H(0)(0, 1)ᵀ = −3 (0, 1)ᵀ.

The diagonal entries 1 and −1 of σ_z both square to 1. The empty set labels zero momentum, where M = 1 + 2 = 3 and H = 3σ_z. The second basis vector, already normalised, therefore has energy −3. This is a concrete case of the assumptions in (e), and the state has parity −1.

The code checks the matrix entries, after rewriting the Hamiltonian with (d) and the mass with (b).

```lean
/-- In the two-band model with Pauli matrices in two dimensions and `m = 1`, `P = σ_z`
squares to one and the lower basis state has energy `-3` at zero momentum. -/
theorem occupied_parity_witness :
    (!![1, 0; 0, -1] : Matrix (Fin 2) (Fin 2) ℂ) * !![1, 0; 0, -1] = 1 ∧
    bloch ![!![0, 1; 1, 0], !![0, -Complex.I; Complex.I, 0]] !![1, 0; 0, -1] 1
      (trim (∅ : Finset (Fin 2))) *ᵥ ![0, 1] = ((-3 : ℝ) : ℂ) • ![0, 1] := by
  constructor
  · ext i j
    fin_cases i <;> fin_cases j <;> simp [Matrix.mul_apply, Fin.sum_univ_succ]
  · rw [bloch_trim, mass_trim]
    ext i
    fin_cases i <;> norm_num [Matrix.mulVec, dotProduct, Fin.sum_univ_succ]
```

## (g) Large mass

Let d ≥ 1 and |m| > d. Show that

∏_s sign M(trim s) = 1.

If m > d, then 0 ≤ |s| ≤ d and (b) give M ≥ m − d > 0, so every sign is 1. If m < −d, then M ≤ m + d < 0, so every sign is −1. There are 2^d signs, an even number for d ≥ 1, and the product is again 1. For d = 0 and m = −1 the product is −1, so the statement fails if d = 0 is admitted.

Evenness also relates the product to (e) by a short argument by hand: when no mass vanishes and d ≥ 1, reversing every sign leaves the product unchanged, so taking one occupied parity per momentum gives the same value, provided that each momentum has an occupied state. For d = 3 this is the product of parities described in the opening if exactly one Kramers pair is occupied at each momentum.

In Lean, `lt_abs` splits the two signs of m, and `Even.neg_one_pow` finishes the negative case.

```lean
/-- In dimension at least one, the parity product is `1` whenever `|m| > d`. -/
theorem parityProduct_of_large_mass {d : ℕ} (hd : d ≠ 0) {m : ℝ} (hm : (d : ℝ) < |m|) :
    parityProduct d m = 1 := by
  have hcard : ∀ s : Finset (Fin d), (s.card : ℝ) ≤ d := by
    intro s
    have h := s.card_le_univ
    rw [Fintype.card_fin] at h
    exact_mod_cast h
  unfold parityProduct
  rcases lt_abs.mp hm with h | h
  · refine Finset.prod_eq_one fun s _ => Real.sign_of_pos ?_
    rw [mass_trim]
    linarith [hcard s]
  · -- all 2^d signs are negative, and 2^d is even
    have hs : ∀ s ∈ (Finset.univ : Finset (Finset (Fin d))),
        Real.sign (mass m (trim s)) = -1 := by
      intro s _
      apply Real.sign_of_neg
      rw [mass_trim]
      have h0 : (0 : ℝ) ≤ s.card := Nat.cast_nonneg _
      linarith
    rw [Finset.prod_congr rfl hs, Finset.prod_const, Finset.card_univ,
      Fintype.card_finset, Fintype.card_fin]
    obtain ⟨n, rfl⟩ := Nat.exists_eq_succ_of_ne_zero hd
    exact Even.neg_one_pow ⟨2 ^ n, by rw [Nat.succ_eq_add_one, pow_succ]; ring⟩
```

## (h) The sign of a product

For real x and y, show that

sign(xy) = sign(x) sign(y).

If either number is zero, both sides are zero. Otherwise xy is positive when x and y have the same sign and negative when they have opposite signs, which is what the right side gives. The Lean proof goes through these cases with `lt_trichotomy`.

```lean
/-- The sign of a product of two real numbers is the product of their signs. -/
theorem real_sign_mul (x y : ℝ) : Real.sign (x * y) = Real.sign x * Real.sign y := by
  rcases lt_trichotomy x 0 with hx | hx | hx
  · rcases lt_trichotomy y 0 with hy | hy | hy
    · rw [Real.sign_of_pos (mul_pos_of_neg_of_neg hx hy), Real.sign_of_neg hx,
        Real.sign_of_neg hy]
      norm_num
    · simp [hy]
    · rw [Real.sign_of_neg (mul_neg_of_neg_of_pos hx hy), Real.sign_of_neg hx,
        Real.sign_of_pos hy]
      norm_num
  · simp [hx]
  · rcases lt_trichotomy y 0 with hy | hy | hy
    · rw [Real.sign_of_neg (mul_neg_of_pos_of_neg hx hy), Real.sign_of_pos hx,
        Real.sign_of_neg hy]
      norm_num
    · simp [hy]
    · rw [Real.sign_of_pos (mul_pos hx hy), Real.sign_of_pos hx, Real.sign_of_pos hy]
      norm_num
```

## (i) Three dimensions

Show that for every real m

∏_s sign M(trim s) = −1 ⇔ 1 < |m| < 3, for d = 3.

By (c), the product is

sign(m + 3) sign(m + 1)³ sign(m − 1)³ sign(m − 3).

The cube of a sign is the sign itself, so (h) combines the factors into

sign((m + 3)(m + 1)(m − 1)(m − 3)) = sign((m² − 1)(m² − 9)).

For 1 < |m| < 3 the first factor is positive and the second negative, so the sign is −1. For |m| ≤ 1 neither factor is positive, and for |m| ≥ 3 neither is negative; in both ranges the polynomial is at least 0, and the sign is not −1. At |m| = 1 and |m| = 3 it is 0: some mass vanishes, and by (d) the Hamiltonian is zero at that momentum. The equivalence therefore holds at these gap closings too.

In the code, `cube` removes the exponents and `e` is the reduction to one polynomial, written with |m|² in place of m². The forward direction excludes |m| ≤ 1 and |m| ≥ 3 by contradiction; the reverse direction multiplies a positive factor by a negative one.

```lean
/-- In three dimensions the parity product is `-1` if and only if `1 < |m| < 3`. -/
theorem parityProduct_three (m : ℝ) :
    parityProduct 3 m = -1 ↔ 1 < |m| ∧ |m| < 3 := by
  have cube : ∀ x : ℝ, Real.sign x ^ 3 = Real.sign x := by
    intro x
    rcases Real.sign_apply_eq x with h | h | h <;> rw [h] <;> norm_num
  -- the eight signs combine into the sign of one polynomial in m
  have e : parityProduct 3 m = Real.sign ((|m| ^ 2 - 1) * (|m| ^ 2 - 9)) := by
    rw [parityProduct_eq]
    simp only [Finset.prod_range_succ, Finset.prod_range_zero, one_mul,
      show Nat.choose 3 0 = 1 from rfl, show Nat.choose 3 1 = 3 from rfl,
      show Nat.choose 3 2 = 3 from rfl, show Nat.choose 3 3 = 1 from rfl, pow_one, cube]
    rw [← real_sign_mul, ← real_sign_mul, ← real_sign_mul, sq_abs]
    congr 1
    push_cast
    ring
  have ha := abs_nonneg m
  rw [e]
  constructor
  · intro h
    have hneg : (|m| ^ 2 - 1) * (|m| ^ 2 - 9) < 0 := by
      by_contra hx
      rcases (not_lt.mp hx).eq_or_lt with h0 | h0
      · rw [← h0, Real.sign_zero] at h
        norm_num at h
      · rw [Real.sign_of_pos h0] at h
        norm_num at h
    constructor
    · by_contra hc
      have h1 : 0 ≤ 1 - |m| ^ 2 := by nlinarith [not_lt.mp hc]
      have h2 : 0 ≤ 9 - |m| ^ 2 := by linarith
      nlinarith [mul_nonneg h1 h2]
    · by_contra hc
      have h1 : 0 ≤ |m| ^ 2 - 9 := by nlinarith [not_lt.mp hc]
      have h2 : 0 ≤ |m| ^ 2 - 1 := by linarith
      nlinarith [mul_nonneg h2 h1]
  · rintro ⟨h1, h3⟩
    exact Real.sign_of_neg (mul_neg_of_pos_of_neg (by nlinarith) (by nlinarith))

end

end BandParityProducts
```

```lean
#print axioms BandParityProducts.existsUnique_trim
#print axioms BandParityProducts.occupied_parity
#print axioms BandParityProducts.parityProduct_of_large_mass
#print axioms BandParityProducts.parityProduct_three
```

```
'BandParityProducts.existsUnique_trim' depends on axioms: [propext, Classical.choice, Quot.sound]
'BandParityProducts.occupied_parity' depends on axioms: [propext, Classical.choice, Quot.sound]
'BandParityProducts.parityProduct_of_large_mass' depends on axioms: [propext, Classical.choice, Quot.sound]
'BandParityProducts.parityProduct_three' depends on axioms: [propext, Classical.choice, Quot.sound]
```
